# First-order transmon levels in the quartic model: first transition √(8 EJ EC) − EC, anharmonicity −EC

Q: Let a = d/dX and let c be multiplication by X. Starting from the polynomial 1 and applying a + c five times, I get

1 → X → X² + 1 → X³ + 3X → X⁴ + 6X² + 3 → X⁵ + 10X³ + 15X.

What does that have to do with a superconducting circuit?

A: Read 1 as the oscillator ground state and X as the one-quantum state. Four steps from 1 return 3 times 1, and four steps from X return 15 times X. The quartic term of the junction energy is −(EC/12)(a + c)⁴. To first order only these returning parts count, so it shifts the first transition by

−(EC/12)(15 − 3) = −EC.

Here EC = e²/(2C) is the charging energy of one electron on the total capacitance C, and EJ is the Josephson energy; both are positive.

Q: Where does that prefactor come from?

A: From the Hamiltonian 4 EC N² − EJ cos φ, where N counts Cooper pairs and φ is the junction phase. Set

φ = z(a + c), N = iν, ν = (c − a)/(2z), z⁴ = 2EC/EJ.

Since ac − ca = 1, we have [φ, ν] = 1, hence [φ, N] = i. To fourth order the Hamiltonian is

H = −4 EC ν² − EJ + (EJ/2)φ² − (EJ/24)φ⁴.

The choice of z gives EC/z² = EJ z²/2, so the two quadratic terms combine:

(EJ z²/2)[(a + c)² − (c − a)²] = (EJ z²/2)(4ca + 2) = 2 EJ z²(ca + 1/2).

Squaring 2 EJ z² gives 8 EJ EC, so the quantum is √(8 EJ EC). The quartic prefactor is EJ z⁴/24 = EC/12.

Q: And for general n?

A: Two steps give

(a + c)² Xⁿ = Xⁿ⁺² + (2n + 1)Xⁿ + n(n − 1)Xⁿ⁻²,

where the last term is absent for n = 0 and 1. After two more steps, the coefficient of Xⁿ is

(n + 2)(n + 1) + (2n + 1)² + n(n − 1) = 6n² + 6n + 3.

To first order, the quartic term shifts each oscillator level by its diagonal element, which is −EC/12 times this coefficient. Therefore, to that order,

E_n = −EJ + √(8 EJ EC)(n + 1/2) − (EC/12)(6n² + 6n + 3),
E_(n+1) − E_n = √(8 EJ EC) − (n + 1)EC.

Successive transitions differ by −EC. In this first-order, single-junction model, that is what separates the qubit transition from the next one in frequency.

Q: Now show me that the code is about the same objects. Polynomials are not normalised states.

```lean
import Mathlib

open Polynomial

namespace TransmonLevels

noncomputable section

/-- Linear operators on real polynomials, where `X ^ n` stands for the unnormalised state
with `n` quanta. -/
abbrev FockOp := Module.End ℝ ℝ[X]

/-- The lowering operator `d/dX`. -/
def lower : FockOp := Polynomial.derivative

/-- The raising operator, multiplication by `X`. -/
def raise : FockOp := LinearMap.mulLeft ℝ X
```

A: `FockOp` is the type of linear maps on real polynomials, and `lower` and `raise` are a and c. The normalised state is Xⁿ/√(n!). Rescaling Xⁿ changes off-diagonal coefficients but leaves the diagonal one alone, and only the diagonal one is used for the energies.

Q: The number operator needs an i, yet everything is real.

```lean
/-- The zero-point amplitude of the phase, `(2 EC / EJ) ^ (1/4)`. -/
def zpf (EJ EC : ℝ) : ℝ := √(√(2 * EC / EJ))

/-- The phase operator across the junction. -/
def phase (EJ EC : ℝ) : FockOp := zpf EJ EC • (lower + raise)

/-- The real operator `ν` for which the Cooper-pair number is `i ν`. -/
def chargeIm (EJ EC : ℝ) : FockOp := (1 / (2 * zpf EJ EC)) • (raise - lower)

/-- The transmon Hamiltonian `4 EC N² - EJ cos φ` with `N² = -ν²` and the cosine expanded to
fourth order in the phase. -/
def transmonH (EJ EC : ℝ) : FockOp :=
  (-4 * EC) • chargeIm EJ EC ^ 2
    - EJ • (1 - (1 / 2 : ℝ) • phase EJ EC ^ 2 + (1 / 24 : ℝ) • phase EJ EC ^ 4)
```

A: `zpf` is z, and `chargeIm` is ν. Only N² enters the Hamiltonian, and N² = −ν², which explains the sign of `-4 * EC` in `transmonH`. The cosine is replaced by its fourth-order polynomial in the definition itself.

Q: So is `level` an eigenvalue?

```lean
/-- The first-order energy of level `n`: the diagonal element of the Hamiltonian in the state
with `n` quanta. -/
def level (EJ EC : ℝ) (n : ℕ) : ℝ := (transmonH EJ EC (X ^ n)).coeff n
```

A: No. It is the diagonal matrix element of `transmonH` in the n-quantum oscillator state, which is the energy to first order in the quartic term. No bound on the distance to an eigenvalue of the full cosine Hamiltonian is proved. The approximation is meant for low levels at EJ ≫ EC, although the algebra needs only positive energies. The model also has no offset charge, and it treats φ as an extended coordinate, not as an angle.

Q: How does the proof establish the scales and the commutator?

```lean
/-- A difference of operators acts on a state as the difference of the actions. -/
theorem op_sub_apply (A B : FockOp) (p : ℝ[X]) : (A - B) p = A p - B p :=
  LinearMap.sub_apply A B p

/-- The zero-point amplitude is positive and fixes both the quartic energy scale and the
plasma energy. -/
theorem zpf_scales {EJ EC : ℝ} (hJ : 0 < EJ) (hC : 0 < EC) :
    0 < zpf EJ EC ∧ EJ * zpf EJ EC ^ 4 = 2 * EC ∧
      √(8 * EJ * EC) = 2 * EJ * zpf EJ EC ^ 2 := by
  have h0 : 0 < 2 * EC / EJ := by positivity
  have hz : 0 < zpf EJ EC := Real.sqrt_pos.2 (Real.sqrt_pos.2 h0)
  have h2 : zpf EJ EC ^ 2 = √(2 * EC / EJ) := Real.sq_sqrt (Real.sqrt_nonneg _)
  have h4 : EJ * zpf EJ EC ^ 4 = 2 * EC := by
    have h : zpf EJ EC ^ 4 = 2 * EC / EJ := by
      rw [show zpf EJ EC ^ 4 = (zpf EJ EC ^ 2) ^ 2 by ring, h2, Real.sq_sqrt h0.le]
    rw [h]
    field_simp
  refine ⟨hz, h4, ?_⟩
  rw [show 8 * EJ * EC = (2 * EJ * zpf EJ EC ^ 2) ^ 2 by linear_combination (-4 * EJ) * h4]
  exact Real.sqrt_sq (by positivity)

/-- Phase and Cooper-pair number `N = i ν` are canonically conjugate: `[φ, ν] = 1`. -/
theorem phase_charge_commutator {EJ EC : ℝ} (hJ : 0 < EJ) (hC : 0 < EC) :
    phase EJ EC * chargeIm EJ EC - chargeIm EJ EC * phase EJ EC = 1 := by
  have hne := (zpf_scales hJ hC).1.ne'
  have hl : ∀ p, lower p = derivative p := fun _ => rfl
  have hr : ∀ p, raise p = X * p := fun _ => rfl
  refine LinearMap.ext fun p => ?_
  -- the product rule gives the commutator of the two quadratures
  have hc : (lower + raise) ((raise - lower) p)
      = (raise - lower) ((lower + raise) p) + (p + p) := by
    simp only [LinearMap.add_apply, op_sub_apply, hl, hr, derivative_add, derivative_sub,
      derivative_mul, derivative_X]
    ring
  unfold phase chargeIm
  generalize zpf EJ EC = z at hne ⊢
  have he : z * (1 / (2 * z)) = 1 / 2 := by field_simp
  generalize 1 / (2 * z) = w at he ⊢
  generalize lower + raise = A at hc ⊢
  generalize raise - lower = B at hc ⊢
  simp only [op_sub_apply, Module.End.mul_apply, Module.End.one_apply, LinearMap.smul_apply,
    map_smul, hc]
  match_scalars <;> first | ring1 | linear_combination 2 * he
```

A: `op_sub_apply` lets a difference of operators act term by term. `zpf_scales` unwinds the nested square roots to obtain z > 0, EJ z⁴ = 2EC and √(8 EJ EC) = 2 EJ z². For the commutator, both sides act on an arbitrary polynomial p. The product rule shows that the two orders of a + c and c − a differ by 2p, and the factor z · 1/(2z) = 1/2 turns this into p.

Q: Is the oscillator form an operator identity, or only checked on diagonal elements?

```lean
/-- The charging energy and the quadratic part of the Josephson energy form a harmonic
oscillator with quantum `√(8 EJ EC)`. -/
theorem harmonic_part {EJ EC : ℝ} (hJ : 0 < EJ) (hC : 0 < EC) :
    (-4 * EC) • chargeIm EJ EC ^ 2 + (EJ / 2) • phase EJ EC ^ 2
      = √(8 * EJ * EC) • (raise * lower + (1 / 2 : ℝ) • (1 : FockOp)) := by
  obtain ⟨hz, h4, hw⟩ := zpf_scales hJ hC
  have hl : ∀ p, lower p = derivative p := fun _ => rfl
  have hr : ∀ p, raise p = X * p := fun _ => rfl
  refine LinearMap.ext fun p => ?_
  have hA : (lower + raise) ((lower + raise) p) = (raise - lower) ((raise - lower) p)
      + (raise (lower p) + raise (lower p) + raise (lower p) + raise (lower p) + (p + p)) := by
    simp only [LinearMap.add_apply, op_sub_apply, hl, hr, derivative_add, derivative_sub,
      derivative_mul, derivative_X]
    ring
  rw [hw]
  unfold phase chargeIm
  generalize zpf EJ EC = z at hz h4 ⊢
  have hne := hz.ne'
  -- kinetic and potential terms carry the same weight
  have hk : 4 * EC * (1 / (2 * z)) ^ 2 = EJ * z ^ 2 / 2 := by
    rw [show EC = EJ * z ^ 4 / 2 by linarith]
    field_simp
    ring
  generalize 1 / (2 * z) = w at hk ⊢
  generalize lower + raise = A at hA ⊢
  generalize raise - lower = B at hA ⊢
  simp only [pow_two, LinearMap.add_apply, LinearMap.smul_apply, Module.End.mul_apply,
    Module.End.one_apply, map_smul, hA]
  match_scalars <;> first | ring1 | linear_combination -hk
```

A: It is an operator identity on all polynomials. `hA` is the expansion (a + c)² = (c − a)² + 4ca + 2, applied to p. `hk` says that the kinetic and potential terms carry equal weight. Once the operators and 1/(2z) have been replaced by generic symbols, `match_scalars` compares coefficients.

Q: And the quartic count?

```lean
/-- The action of `(a + c)²` on the state with `n` quanta. -/
theorem quadrature_sq_apply (n : ℕ) :
    ((lower + raise) ^ 2) (X ^ n) = X ^ (n + 2) + (2 * (n : ℝ) + 1) • X ^ n
      + ((n : ℝ) * ((n : ℝ) - 1)) • X ^ (n - 2) := by
  have step : ∀ k : ℕ, (lower + raise) (X ^ k) = (k : ℝ) • X ^ (k - 1) + X ^ (k + 1) := by
    intro k
    change derivative (X ^ k) + X * X ^ k = _
    rw [derivative_X_pow, smul_eq_C_mul]
    ring
  rw [pow_two, Module.End.mul_apply]
  simp only [step, map_add, map_smul]
  rcases n with _ | m
  · simp
    ring
  · rw [show m + 1 - 2 = m - 1 by omega, show m + 1 + 2 = m + 1 + 1 + 1 from rfl]
    simp only [Nat.add_sub_cancel]
    push_cast
    module

/-- The diagonal element of `(a + c)⁴` in the state with `n` quanta is `6n² + 6n + 3`. -/
theorem quartic_diagonal (n : ℕ) :
    (((lower + raise) ^ 4) (X ^ n)).coeff n = 6 * (n : ℝ) ^ 2 + 6 * n + 3 := by
  rw [show (lower + raise) ^ 4 = (lower + raise) ^ 2 * (lower + raise) ^ 2 from pow_add _ 2 2,
    Module.End.mul_apply]
  simp only [quadrature_sq_apply, map_add, map_smul, coeff_add, coeff_smul, coeff_X_pow,
    smul_eq_mul]
  -- only the paths that return to `n` contribute
  rcases n with _ | _ | m
  · norm_num
  · norm_num
  · simp (disch := omega) only [if_pos, if_neg]
    push_cast
    ring
```

A: The first lemma is the two-step formula; its proof treats n = 0 separately. The second applies it twice and reads off the coefficient of Xⁿ. The cases n = 0 and n = 1 are computed directly, because Lean's natural-number subtraction turns n − 2 into 0 there. For n ≥ 2, the contributions through Xⁿ⁺², Xⁿ and Xⁿ⁻² after two steps give the sum above.

Q: Then the spectrum should be bookkeeping.

```lean
/-- First-order transmon spectrum:
`E_n = -EJ + √(8 EJ EC) (n + 1/2) - (EC/12) (6n² + 6n + 3)`. -/
theorem transmon_level {EJ EC : ℝ} (hJ : 0 < EJ) (hC : 0 < EC) (n : ℕ) :
    level EJ EC n = -EJ + √(8 * EJ * EC) * (n + 1 / 2)
      - EC / 12 * (6 * (n : ℝ) ^ 2 + 6 * n + 3) := by
  have hq : ((phase EJ EC ^ 4) (X ^ n)).coeff n
      = zpf EJ EC ^ 4 * (6 * (n : ℝ) ^ 2 + 6 * n + 3) := by
    rw [phase, _root_.smul_pow, LinearMap.smul_apply, coeff_smul, quartic_diagonal, smul_eq_mul]
  have hn : (raise * lower) (X ^ n) = (n : ℝ) • X ^ n := by
    rw [Module.End.mul_apply]
    change X * derivative (X ^ n) = _
    rcases n with _ | m
    · simp
    · rw [derivative_X_pow, smul_eq_C_mul, Nat.add_sub_cancel]
      ring
  have h1 : (X ^ n : ℝ[X]).coeff n = 1 := by simp
  -- diagonal element of the oscillator part
  have hh := congrArg (fun T : FockOp => (T (X ^ n)).coeff n) (harmonic_part hJ hC)
  simp only [LinearMap.add_apply, LinearMap.smul_apply, Module.End.one_apply, hn, coeff_add,
    coeff_smul, smul_eq_mul, h1] at hh
  unfold level transmonH
  simp only [op_sub_apply, LinearMap.add_apply, LinearMap.smul_apply, Module.End.one_apply,
    coeff_add, coeff_sub, coeff_smul, smul_eq_mul, h1, hq]
  linear_combination hh - (6 * (n : ℝ) ^ 2 + 6 * n + 3) / 24 * (zpf_scales hJ hC).2.1

/-- The first transition energy is `√(8 EJ EC) - EC`, and successive transition energies
differ by `-EC`. -/
theorem transition_and_anharmonicity {EJ EC : ℝ} (hJ : 0 < EJ) (hC : 0 < EC) :
    level EJ EC 1 - level EJ EC 0 = √(8 * EJ * EC) - EC ∧
      ∀ n : ℕ, (level EJ EC (n + 2) - level EJ EC (n + 1))
        - (level EJ EC (n + 1) - level EJ EC n) = -EC := by
  refine ⟨?_, fun n => ?_⟩ <;> simp only [transmon_level hJ hC] <;> push_cast <;> ring
```

A: It is. `transmon_level` takes the diagonal element of `harmonic_part`, using ca Xⁿ = n Xⁿ, and adds the quartic contribution `hq`. The final `linear_combination` uses EJ z⁴ = 2EC to turn EJ z⁴/24 into EC/12. The next theorem substitutes the level formula and simplifies, for the first transition and for the second difference at every n.

Q: What is the remaining integral for? It has the full cosine back.

```lean
/-- The integral of `√((V(p) - V(0)) / (4 EC))` for the Josephson potential `V(p) = -EJ cos p`
from one minimum to the next is `√(8 EJ / EC)`. -/
theorem barrier_integral {EJ EC : ℝ} (hJ : 0 < EJ) (hC : 0 < EC) :
    ∫ p in (0 : ℝ)..(2 * Real.pi), √(EJ * (1 - Real.cos p) / (4 * EC)) = √(8 * EJ / EC) := by
  have hK : 0 ≤ EJ / (2 * EC) := by positivity
  -- half-angle form of the integrand
  have hcongr : ∫ p in (0 : ℝ)..(2 * Real.pi), √(EJ * (1 - Real.cos p) / (4 * EC))
      = ∫ p in (0 : ℝ)..(2 * Real.pi), √(EJ / (2 * EC)) * Real.sin (p / 2) := by
    apply intervalIntegral.integral_congr
    intro p hp
    rw [Set.uIcc_of_le (by positivity)] at hp
    have hs : 0 ≤ Real.sin (p / 2) :=
      Real.sin_nonneg_of_nonneg_of_le_pi (by linarith [hp.1]) (by linarith [hp.2])
    have hc : Real.cos p = 1 - 2 * Real.sin (p / 2) ^ 2 := by
      have h := Real.cos_two_mul (p / 2)
      rw [show 2 * (p / 2) = p by ring] at h
      linarith [Real.sin_sq_add_cos_sq (p / 2)]
    change √(EJ * (1 - Real.cos p) / (4 * EC)) = √(EJ / (2 * EC)) * Real.sin (p / 2)
    rw [hc, show EJ * (1 - (1 - 2 * Real.sin (p / 2) ^ 2)) / (4 * EC)
      = EJ / (2 * EC) * Real.sin (p / 2) ^ 2 by ring, Real.sqrt_mul hK, Real.sqrt_sq hs]
  have hderiv : ∀ p ∈ Set.uIcc (0 : ℝ) (2 * Real.pi),
      HasDerivAt (fun x : ℝ => (-2 * √(EJ / (2 * EC))) * Real.cos (x / 2))
        (√(EJ / (2 * EC)) * Real.sin (p / 2)) p := by
    intro p _
    have h := ((hasDerivAt_id' p).div_const 2).cos.const_mul (-2 * √(EJ / (2 * EC)))
    exact h.congr_deriv (by ring)
  rw [hcongr, intervalIntegral.integral_eq_sub_of_hasDerivAt hderiv
    (Continuous.intervalIntegrable (by fun_prop) _ _),
    show 2 * Real.pi / 2 = Real.pi by ring, zero_div, Real.cos_pi, Real.cos_zero,
    show 8 * EJ / EC = 4 ^ 2 * (EJ / (2 * EC)) by ring,
    Real.sqrt_mul (by norm_num), Real.sqrt_sq (by norm_num)]
  ring

end

end TransmonLevels
```

A: It concerns the potential V(p) = −EJ cos p between neighbouring minima. At energy V(0), the classically forbidden region has |N| = √((V(p) − V(0))/(4EC)), so the integral is the exponent S in the factor e^(−S) of the semiclassical tunnelling amplitude at that energy. The theorem evaluates the integral; it contains no tunnelling rate or charge dispersion. By hand, 1 − cos p = 2 sin²(p/2), and sin(p/2) ≥ 0 on [0, 2π], so

∫₀^(2π) √(EJ/(2EC)) sin(p/2) dp = 4√(EJ/(2EC)) = √(8EJ/EC).

In the code, `hcongr` is the half-angle rewriting, including the sign of the sine. `hderiv` supplies the antiderivative −2√(EJ/(2EC)) cos(p/2), and the fundamental theorem of calculus evaluates it at the endpoints.

```lean
#print axioms TransmonLevels.phase_charge_commutator
#print axioms TransmonLevels.transmon_level
#print axioms TransmonLevels.transition_and_anharmonicity
#print axioms TransmonLevels.barrier_integral
```

```
'TransmonLevels.phase_charge_commutator' depends on axioms: [propext, Classical.choice, Quot.sound]
'TransmonLevels.transmon_level' depends on axioms: [propext, Classical.choice, Quot.sound]
'TransmonLevels.transition_and_anharmonicity' depends on axioms: [propext, Classical.choice, Quot.sound]
'TransmonLevels.barrier_integral' depends on axioms: [propext, Classical.choice, Quot.sound]
```
